# A stationary three-level maser is inverted exactly when its efficiency is below Carnot's

A hot bath at temperature $H$ drives the transition between levels 1 and 3 of a maser, at pump frequency $P$. A cold bath at temperature $C$ drives the one between 2 and 3, at idler frequency $I$. In a stationary state the populations satisfy $p_2>p_1$ if and only if

$$\frac{P-I}{P}<1-\frac CH .$$

This holds for rate equations in which each bath's upward rate is its positive downward rate times a Boltzmann factor, and the signal field, if present, has equal rates in both directions between 1 and 2. Here $P,H,C,p_1>0$ and $\hbar=k_B=1$. For $P>I$, level 2 lies above level 1, and $p_2>p_1$ is population inversion. The result places Carnot's bound inside a quantum heat engine, modelled here by three populations without coherences.

## From Boltzmann factors to inversion and power

Write $x=e^{-P/H}$ and $y=e^{-I/C}$. Since the exponential is increasing and $P,H,C>0$,

$$y<x\iff \frac PH<\frac IC\iff CP<IH\iff \frac CH<\frac IP\iff \frac{P-I}{P}<1-\frac CH .$$

Let $a,b>0$ be the downward rates due to the hot and cold baths, and $w\ge0$ the signal field's rate, equal in both directions between 1 and 2. The net fluxes around the cycle $1\to3\to2\to1$ are

$$J_h=a(xp_1-p_3),\quad J_c=b(p_3-yp_2),\quad J_s=w(p_2-p_1).$$

Stationarity means $J_h=J_c=J_s$. The combination $bJ_h+aJ_c=(a+b)J_s$ eliminates $p_3$:

$$ab(xp_1-yp_2)=(a+b)w(p_2-p_1).$$

Substituting $xp_1-yp_2=(x-y)p_1-y(p_2-p_1)$ gives

$$[aby+w(a+b)](p_2-p_1)=ab\,p_1(x-y).$$

The bracket and $ab\,p_1$ are positive, so $p_2-p_1$ and $x-y$ have the same sign. This proves the criterion at any signal strength.

If $w=0$, all three fluxes vanish, so $p_3=xp_1$ and $p_3=yp_2$: each transition has its own bath's thermal ratio.

Each cycle takes energy $P$ from the hot bath and gives $P-I$ to the signal. As $J_s=J_h$, the power is $(P-I)J_s=\frac{P-I}{P}\,(PJ_h)$, which identifies the frequency ratio as the efficiency.

## The maser as rate equations in Lean

```lean
import Mathlib

namespace ThreeLevelMaser

noncomputable section
```

The first definitions are $x$ or $y$, the frequency ratio and Carnot's value. The name `efficiency` is earned only later, by the energy balance.

```lean
/-- The Boltzmann factor `exp (-ω / T)` of a transition of frequency `ω` at temperature `T ≠ 0`,
in units where `ħ = k_B = 1`. -/
def boltzmann (ω T : ℝ) : ℝ := Real.exp (-ω / T)

/-- The ratio of signal frequency to pump frequency, `(P - I) / P`, for `P ≠ 0`. -/
def efficiency (P I : ℝ) : ℝ := (P - I) / P

/-- Carnot's efficiency `1 - C / H` between temperatures `H ≠ 0` and `C`. -/
def carnot (H C : ℝ) : ℝ := 1 - C / H
```

A `Maser` holds $P,I,H,C,a,b,w$ in that order. Positivity is left to the theorems.

```lean
/-- The parameters of a three-level maser: pump (1-3) and idler (2-3) frequencies, the two bath
temperatures, the downward rates due to the baths, and the rate of the signal field (1-2). -/
structure Maser where
  pump : ℝ
  idler : ℝ
  hot : ℝ
  cold : ℝ
  hotRate : ℝ
  coldRate : ℝ
  drive : ℝ
```

The three fluxes follow the directions used above.

```lean
/-- Net rate of transitions 1 → 3 caused by the hot bath, for nonzero hot temperature. -/
def Maser.hotFlux (m : Maser) (p₁ p₃ : ℝ) : ℝ :=
  m.hotRate * (boltzmann m.pump m.hot * p₁ - p₃)

/-- Net rate of transitions 3 → 2 caused by the cold bath, for nonzero cold temperature. -/
def Maser.coldFlux (m : Maser) (p₂ p₃ : ℝ) : ℝ :=
  m.coldRate * (p₃ - boltzmann m.idler m.cold * p₂)

/-- Net rate of transitions 2 → 1 stimulated by the signal field. -/
def Maser.signalFlux (m : Maser) (p₁ p₂ : ℝ) : ℝ := m.drive * (p₂ - p₁)
```

Stationarity sets the time derivatives of $p_1,p_2,p_3$ to zero. The populations need not sum to one; dividing by their sum normalises them.

```lean
/-- The populations are stationary: gain and loss balance in levels 1, 2 and 3. -/
def Maser.IsStationary (m : Maser) (p₁ p₂ p₃ : ℝ) : Prop :=
  m.signalFlux p₁ p₂ - m.hotFlux p₁ p₃ = 0 ∧
  m.coldFlux p₂ p₃ - m.signalFlux p₁ p₂ = 0 ∧
  m.hotFlux p₁ p₃ - m.coldFlux p₂ p₃ = 0
```

These equations are assumed. They neglect spontaneous emission on the signal transition and any coupling of a bath to another transition. If the signal field is coherent, the coherence between levels 1 and 2 carries the signal flux; with simple damping of that coherence, it can be eliminated in a stationary state, which leaves an effective rate $w$.

## Inversion at any signal strength

The rewrites reduce both inequalities to $CP<IH$.

```lean
/-- For positive pump frequency and temperatures, the idler's Boltzmann factor is smaller than
the pump's exactly when the efficiency is below Carnot's. -/
theorem boltzmann_lt_iff {P I H C : ℝ} (hP : 0 < P) (hH : 0 < H) (hC : 0 < C) :
    boltzmann I C < boltzmann P H ↔ efficiency P I < carnot H C := by
  unfold boltzmann efficiency carnot
  -- both sides reduce to `C * P < I * H`
  rw [Real.exp_lt_exp, neg_div, neg_div, neg_lt_neg_iff, div_lt_div_iff₀ hH hC,
    sub_div, div_self hP.ne', sub_lt_sub_iff_left, div_lt_div_iff₀ hH hP, mul_comm P C]
```

Here `linear_combination` performs the elimination of $p_3$, using two of the three equations.

```lean
/-- In a stationary state the population difference of the signal levels is tied to the
difference of the two Boltzmann factors. -/
theorem stationary_balance {m : Maser} {p₁ p₂ p₃ : ℝ} (hs : m.IsStationary p₁ p₂ p₃) :
    (m.hotRate * m.coldRate * boltzmann m.idler m.cold
        + m.drive * (m.hotRate + m.coldRate)) * (p₂ - p₁)
      = m.hotRate * m.coldRate * p₁
        * (boltzmann m.pump m.hot - boltzmann m.idler m.cold) := by
  obtain ⟨h1, h2, _⟩ := hs
  unfold Maser.signalFlux Maser.hotFlux at h1
  unfold Maser.signalFlux Maser.coldFlux at h2
  -- eliminate the population of the upper level
  linear_combination m.coldRate * h1 - m.hotRate * h2
```

The positive factors `hK` and `hL` are then removed, leaving the comparison of signs.

```lean
/-- A stationary maser with positive pump frequency, temperatures, bath rates and ground
population, and a signal field of any strength, is inverted exactly when its efficiency is
below Carnot's. -/
theorem inversion_iff_of_stationary {m : Maser} {p₁ p₂ p₃ : ℝ}
    (hP : 0 < m.pump) (hH : 0 < m.hot) (hC : 0 < m.cold)
    (ha : 0 < m.hotRate) (hb : 0 < m.coldRate) (hw : 0 ≤ m.drive)
    (hp : 0 < p₁) (hs : m.IsStationary p₁ p₂ p₃) :
    p₁ < p₂ ↔ efficiency m.pump m.idler < carnot m.hot m.cold := by
  have hy : 0 < boltzmann m.idler m.cold := Real.exp_pos _
  have hK : 0 < m.hotRate * m.coldRate * boltzmann m.idler m.cold
      + m.drive * (m.hotRate + m.coldRate) := by positivity
  have hL : 0 < m.hotRate * m.coldRate * p₁ := by positivity
  -- the two differences have the same sign
  rw [← boltzmann_lt_iff hP hH hC, ← sub_pos, ← mul_pos_iff_of_pos_left hK,
    stationary_balance hs, mul_pos_iff_of_pos_left hL, sub_pos]
```

## Thermal ratios without a signal

Forwards, the nonzero bath rates are cancelled; backwards, the ratios make every flux vanish.

```lean
/-- Without a signal field, and with nonzero bath rates, the populations are stationary exactly
when each bath imposes its own Boltzmann ratio on the transition it couples to. -/
theorem undriven_stationary_iff {m : Maser} {p₁ p₂ p₃ : ℝ}
    (ha : m.hotRate ≠ 0) (hb : m.coldRate ≠ 0) (hw : m.drive = 0) :
    m.IsStationary p₁ p₂ p₃ ↔
      p₃ = boltzmann m.pump m.hot * p₁ ∧ p₃ = boltzmann m.idler m.cold * p₂ := by
  unfold Maser.IsStationary Maser.signalFlux Maser.hotFlux Maser.coldFlux
  rw [hw]
  constructor
  · rintro ⟨h1, h2, _⟩
    have e1 : m.hotRate * (boltzmann m.pump m.hot * p₁ - p₃) = 0 := by
      linear_combination -h1
    have e2 : m.coldRate * (p₃ - boltzmann m.idler m.cold * p₂) = 0 := by
      linear_combination h2
    have f1 := (mul_eq_zero.mp e1).resolve_left ha
    have f2 := (mul_eq_zero.mp e2).resolve_left hb
    exact ⟨by linarith, by linarith⟩
  · rintro ⟨h1, h2⟩
    refine ⟨?_, ?_, ?_⟩
    · linear_combination m.hotRate * h1
    · linear_combination m.coldRate * h2
    · linear_combination -m.hotRate * h1 - m.coldRate * h2
```

The criterion for two given thermal ratios follows by treating them as the stationary state of a maser with unit bath rates and no signal.

```lean
/-- If the pump transition has the Boltzmann ratio of temperature `H` and the idler transition
that of `C`, with `P`, `H`, `C` and the ground population positive, then level 2 is more
populated than level 1 exactly when the efficiency is below Carnot's. -/
theorem inversion_iff {P I H C p₁ p₂ p₃ : ℝ} (hP : 0 < P) (hH : 0 < H) (hC : 0 < C)
    (hp : 0 < p₁) (h13 : p₃ = Real.exp (-P / H) * p₁) (h23 : p₃ = Real.exp (-I / C) * p₂) :
    p₁ < p₂ ↔ (P - I) / P < 1 - C / H := by
  -- these are the stationary populations of a maser without signal field
  have hs : (Maser.mk P I H C 1 1 0).IsStationary p₁ p₂ p₃ :=
    (undriven_stationary_iff (by norm_num) (by norm_num) rfl).mpr ⟨h13, h23⟩
  exact inversion_iff_of_stationary (m := Maser.mk P I H C 1 1 0) hP hH hC
    (by norm_num) (by norm_num) (by norm_num) hp hs
```

## Power and heat

The first stationary equation replaces the signal flux by the hot flux.

```lean
/-- In a stationary state with nonzero pump frequency, the power given to the signal field is
`(P - I) / P` times the heat current drawn from the hot bath. -/
theorem power_eq_efficiency_mul_heat {m : Maser} {p₁ p₂ p₃ : ℝ}
    (hP : m.pump ≠ 0) (hs : m.IsStationary p₁ p₂ p₃) :
    (m.pump - m.idler) * m.signalFlux p₁ p₂
      = efficiency m.pump m.idler * (m.pump * m.hotFlux p₁ p₃) := by
  -- every signal photon costs one pump photon
  rw [sub_eq_zero.mp hs.1, efficiency, ← mul_assoc, div_mul_cancel₀ _ hP]
```

With $P>I$ and $w>0$, power has the sign of $p_2-p_1$, so the inversion criterion applies.

```lean
/-- With the signal field on, the idler frequency below the pump frequency, and positive pump
frequency, temperatures, bath rates and ground population, a stationary maser delivers positive
power exactly when its efficiency is below Carnot's. -/
theorem power_pos_iff {m : Maser} {p₁ p₂ p₃ : ℝ}
    (hP : 0 < m.pump) (hI : m.idler < m.pump) (hH : 0 < m.hot) (hC : 0 < m.cold)
    (ha : 0 < m.hotRate) (hb : 0 < m.coldRate) (hw : 0 < m.drive)
    (hp : 0 < p₁) (hs : m.IsStationary p₁ p₂ p₃) :
    0 < (m.pump - m.idler) * m.signalFlux p₁ p₂ ↔
      efficiency m.pump m.idler < carnot m.hot m.cold := by
  rw [mul_pos_iff_of_pos_left (sub_pos.mpr hI), Maser.signalFlux,
    mul_pos_iff_of_pos_left hw, sub_pos]
  exact inversion_iff_of_stationary hP hH hC ha hb hw.le hp hs
```

## An explicit stationary state

Positive stationary populations exist for all such rates; `ring` checks the balance.

```lean
/-- For positive bath rates and a nonnegative signal rate, the displayed populations (not
normalised) are positive and stationary. -/
theorem stationary_witness (m : Maser) {x y p₁ p₂ p₃ : ℝ}
    (ha : 0 < m.hotRate) (hb : 0 < m.coldRate) (hw : 0 ≤ m.drive)
    (hx : x = boltzmann m.pump m.hot) (hy : y = boltzmann m.idler m.cold)
    (h₁ : p₁ = m.hotRate * m.coldRate * y + m.drive * (m.hotRate + m.coldRate))
    (h₂ : p₂ = m.hotRate * m.coldRate * x + m.drive * (m.hotRate + m.coldRate))
    (h₃ : p₃ = m.hotRate * m.coldRate * x * y
      + m.drive * (m.hotRate * x + m.coldRate * y)) :
    m.IsStationary p₁ p₂ p₃ ∧ 0 < p₁ ∧ 0 < p₂ ∧ 0 < p₃ := by
  have hx0 : 0 < x := hx ▸ Real.exp_pos _
  have hy0 : 0 < y := hy ▸ Real.exp_pos _
  unfold Maser.IsStationary Maser.signalFlux Maser.hotFlux Maser.coldFlux
  rw [← hx, ← hy, h₁, h₂, h₃]
  exact ⟨⟨by ring, by ring, by ring⟩, by positivity, by positivity, by positivity⟩

end

end ThreeLevelMaser
```

```lean
#print axioms ThreeLevelMaser.inversion_iff_of_stationary
#print axioms ThreeLevelMaser.inversion_iff
#print axioms ThreeLevelMaser.power_eq_efficiency_mul_heat
#print axioms ThreeLevelMaser.power_pos_iff
```

```
'ThreeLevelMaser.inversion_iff_of_stationary' depends on axioms: [propext, Classical.choice, Quot.sound]
'ThreeLevelMaser.inversion_iff' depends on axioms: [propext, Classical.choice, Quot.sound]
'ThreeLevelMaser.power_eq_efficiency_mul_heat' depends on axioms: [propext, Classical.choice, Quot.sound]
'ThreeLevelMaser.power_pos_iff' depends on axioms: [propext, Classical.choice, Quot.sound]
```

## Numbers, and the maser as a refrigerator

The stationary populations of this model can be computed by solving the three rate equations with one of them replaced by normalisation. For $P=5$, $I=2$, $H=4$, $C=1$ and $a=b=w=1$, the efficiency $0.6$ is below Carnot's $0.75$. The normalised populations are $(p_1,p_2,p_3)\approx(0.437,0.468,0.094)$, with power about $0.093$ and hot heat current about $0.155$.

The same balance, continued by hand, describes a refrigerator. Let $P>I>0$, $H>C$ and $w>0$. If $(P-I)/P$ exceeds Carnot's value, all fluxes reverse: the signal supplies work and heat leaves the cold bath. The coefficient of performance is $I/(P-I)$, which is then below $C/(H-C)$.
